# For the Repulsive Half-Filled Hubbard Dimer, pp-RPA and the Exchange Kernel Give the Same Correlation Energy

A solver for the particle-particle random-phase approximation (pp-RPA) can converge to a vanishing residual and still return the wrong energy. Even with a single amplitude the equation is quadratic, and its second root gives a correlation energy that is much too low. The residual can't tell the two roots apart. A bound on the amplitude can, and an independent route to the energy then tests the number.

```lean
import Mathlib

open Matrix

namespace HubbardDimerRPA

noncomputable section
```

The model has two sites, two electrons, hopping t and on-site repulsion U. The bonding orbital is doubly occupied and the antibonding orbital is empty, so pp-RPA has one particle pair and one hole pair. Their blocks are

A = 2t + U/2 − s,  C = 2t + U/2 + s,  B = U/2.

Here s = 2μ − U, which is twice the signed distance of the chemical potential μ from the centre of the Hartree-Fock gap.

```lean
/-- Particle-particle block of the pp-RPA matrix of the Hubbard dimer, with hopping `t`,
repulsion `U` and chemical-potential shift `s`. -/
def ppA (t U s : ℝ) : ℝ := 2 * t + U / 2 - s

/-- Hole-hole block of the pp-RPA matrix. -/
def ppC (t U s : ℝ) : ℝ := 2 * t + U / 2 + s

/-- Coupling between the particle pair and the hole pair. -/
def ppB (U : ℝ) : ℝ := U / 2
```

The matrix has rows (A, B) and (−B, −C); the signs in the second row come from the pp-RPA metric diag(1, −1). `ppResidual` is the quadratic in the amplitude T, the ratio of the hole-pair to the particle-pair component.

```lean
/-- The pp-RPA matrix, with the metric `diag(1, -1)` absorbed into its second row. -/
def ppMatrix (t U s : ℝ) : Matrix (Fin 2) (Fin 2) ℝ :=
  !![ppA t U s, ppB U; -ppB U, -ppC t U s]

/-- Left-hand side of the pp-RPA amplitude equation `B + (A + C) T + B T² = 0`. -/
def ppResidual (t U s T : ℝ) : ℝ :=
  ppB U + (ppA t U s + ppC t U s) * T + ppB U * T ^ 2
```

The second route follows the density oscillation between the sites as the interaction is scaled by l, from l = 0 to l = 1. The exchange kernel is the derivative of the exchange potential with respect to the density; for two electrons of opposite spin in one orbital it cancels half of the Hartree kernel. `modeFreq` is the frequency Ω(l) of the oscillation with this kernel included. The variances of the two site occupations add up to 1 at l = 0 and to 2t/Ω(l) at coupling l. With the mean occupations fixed, the interaction energy changes by U/2 times the change in this sum, and `exchangeKernelEnergy` integrates that change over l. Its integrand contains the ratio 2t/Ω(l) in the form of a square root; part (c) shows that the two agree.

```lean
/-- Frequency of the density mode at coupling strength `l` with the exchange kernel. -/
def modeFreq (t U l : ℝ) : ℝ := Real.sqrt (4 * t ^ 2 + 2 * t * (l * U))

/-- Correlation energy from the exchange kernel, as an integral over the coupling strength,
for `t > 0` and `U ≥ 0`. -/
def exchangeKernelEnergy (t U : ℝ) : ℝ :=
  ∫ l in (0 : ℝ)..1, U / 2 * (Real.sqrt (2 * t / (2 * t + l * U)) - 1)
```

The reference is the two-electron Hamiltonian in the space of the two doubly occupied orbitals. Its first diagonal entry is the energy of the bonding determinant.

```lean
/-- Two-electron Hamiltonian of the dimer in the basis of the doubly occupied bonding and
the doubly occupied antibonding orbital. -/
def pairHamiltonian (t U : ℝ) : Matrix (Fin 2) (Fin 2) ℝ :=
  !![-2 * t + U / 2, U / 2; U / 2, 2 * t + U / 2]

/-- Closed form of the exact correlation energy of the dimer. -/
def exactCorrelation (t U : ℝ) : ℝ := 2 * t - Real.sqrt (4 * t ^ 2 + U ^ 2 / 4)
```

All parameters are real numbers. The matrix elements, the frequency and the coupling integrand enter as definitions; they are not derived from a many-body Hamiltonian or a response function.

## (a) From the eigenvalue problem to the amplitude equation

**Task.** Show that (1, T) is an eigenvector of the pp-RPA matrix with eigenvalue ω exactly when

ω = A + BT and B + (A + C)T + BT² = 0.

**Solution.** The two rows read

A + BT = ω,
−B − CT = ωT.

Inserting the first into the second gives −B − CT = AT + BT², which is the amplitude equation. Conversely, the amplitude equation turns −B − CT back into (A + BT)T, so both rows hold.

The vector (1, T) is unnormalised. Its metric norm is 1 − T², so for |T| < 1 the normalised components are 1/√(1 − T²) and T/√(1 − T²). The condition |T| < 1 therefore selects the positive-norm mode, which describes the addition of two electrons.

In Lean, `*ᵥ` is the matrix-vector product. The hypotheses `h0` and `h1` are the two rows, and `T * h0 - h1` eliminates ω.

```lean
/-- The vector `(1, T)` is a pp-RPA eigenvector with eigenvalue `ω` exactly when
`ω = A + B T` and `T` solves the amplitude equation. -/
theorem eigenvector_iff_amplitude (t U s T ω : ℝ) :
    ppMatrix t U s *ᵥ ![1, T] = ω • ![1, T] ↔
      ω = ppA t U s + ppB U * T ∧ ppResidual t U s T = 0 := by
  unfold ppResidual
  constructor
  · intro h
    have h0 := congrFun h 0
    have h1 := congrFun h 1
    simp [ppMatrix, Matrix.mulVec, dotProduct, Fin.sum_univ_two] at h0 h1
    -- eliminate the eigenvalue between the two rows
    exact ⟨by linarith, by linear_combination T * h0 - h1⟩
  · rintro ⟨rfl, h⟩
    ext i
    fin_cases i
    · simp [ppMatrix, Matrix.mulVec, dotProduct, Fin.sum_univ_two]
    · simp [ppMatrix, Matrix.mulVec, dotProduct, Fin.sum_univ_two]
      linear_combination -h
```

## (b) The energy of a bounded amplitude

**Task.** For t, U > 0, let T solve the amplitude equation with |T| < 1. Show that

BT = √(4t² + 2tU) − 2t − U/2.

**Solution.** The shift s cancels in A + C = 4t + U. Set y = BT + 2t + U/2 and complete the square:

y² = B[BT² + (4t + U)T] + (2t + U/2)²
 = −U²/4 + 4t² + 2tU + U²/4
 = 4t² + 2tU.

Since T > −1, y = (U/2)(1 + T) + 2t is positive. Hence y is the positive square root, and subtracting 2t + U/2 gives the energy.

`hy` is the sign of y and `hs` the completed square. This theorem assumes that a root is given; existence comes in part (e).

```lean
/-- For `t, U > 0`, a solution of the amplitude equation with `|T| < 1` has correlation energy
`B T = √(4t² + 2tU) - 2t - U/2`. -/
theorem ladder_energy {t U s T : ℝ} (ht : 0 < t) (hU : 0 < U) (hT : |T| < 1)
    (h : ppResidual t U s T = 0) :
    ppB U * T = Real.sqrt (4 * t ^ 2 + 2 * t * U) - 2 * t - U / 2 := by
  unfold ppResidual ppA ppB ppC at h
  unfold ppB
  -- the bound on the amplitude selects the positive square root
  have hy : 0 < U / 2 * T + 2 * t + U / 2 := by
    have h1 : 0 < U * (T + 1) := mul_pos hU (by linarith [(abs_lt.mp hT).1])
    linarith
  have hs : 4 * t ^ 2 + 2 * t * U = (U / 2 * T + 2 * t + U / 2) ^ 2 := by
    linear_combination (-(U / 2)) * h
  rw [hs, Real.sqrt_sq hy.le]
  ring
```

## (c) The slope of the mode frequency

**Task.** Let Ω(l) = √(4t² + 2tlU). For t > 0 and 2t + lU > 0, show that

dΩ/dl = (U/2) √(2t/(2t + lU)).

**Solution.** The chain rule gives dΩ/dl = 2tU/(2Ω) = (U/2)(2t/Ω). Because Ω² = 2t(2t + lU),

2t/(2t + lU) = 4t²/Ω² = (2t/Ω)².

Both 2t and Ω are positive, so the square root of the left side is 2t/Ω.

`HasDerivAt` states that the derivative exists and has this value. The step `hr` identifies the square root with the ratio of bare to coupled frequency, and `h1` differentiates the radicand.

```lean
/-- For `t > 0` and `2t + lU > 0`, the mode frequency changes with the coupling strength `l`
at the rate `(U/2) √(2t / (2t + lU))`. -/
theorem modeFreq_hasDerivAt {t U l : ℝ} (ht : 0 < t) (hl : 0 < 2 * t + l * U) :
    HasDerivAt (modeFreq t U) (U / 2 * Real.sqrt (2 * t / (2 * t + l * U))) l := by
  have hp : 0 < 4 * t ^ 2 + 2 * t * (l * U) := by
    have h := mul_pos ht hl
    nlinarith
  have hpos : 0 < modeFreq t U l := Real.sqrt_pos.mpr hp
  have hsq : modeFreq t U l ^ 2 = 2 * t * (2 * t + l * U) := by
    unfold modeFreq
    rw [Real.sq_sqrt hp.le]
    ring
  -- the square root in the integrand is the ratio of bare to coupled frequency
  have hr : Real.sqrt (2 * t / (2 * t + l * U)) = 2 * t / modeFreq t U l := by
    have h2 : 2 * t / (2 * t + l * U) = (2 * t / modeFreq t U l) ^ 2 := by
      rw [div_pow, hsq, div_eq_div_iff hl.ne' (by positivity)]
      ring
    rw [h2, Real.sqrt_sq (by positivity)]
  have h1 : HasDerivAt (fun x : ℝ => 4 * t ^ 2 + 2 * t * (x * U)) (2 * t * U) l :=
    ((((hasDerivAt_id' l).mul_const U).const_mul (2 * t)).const_add (4 * t ^ 2)).congr_deriv
      (by ring)
  rw [hr]
  exact (h1.sqrt hp.ne').congr_deriv (by unfold modeFreq; ring)
```

## (d) The coupling-strength integral

**Task.** For t > 0 and U ≥ 0, show that

∫₀¹ (U/2)[√(2t/(2t + lU)) − 1] dl = √(4t² + 2tU) − 2t − U/2.

**Solution.** By part (c), the integrand is the derivative of F(l) = Ω(l) − lU/2. With Ω(0) = 2t and Ω(1) = √(4t² + 2tU), the integral is

F(1) − F(0) = √(4t² + 2tU) − U/2 − 2t.

At U = 0 both sides vanish, as they should without interaction.

In the proof, `hd` supplies the antiderivative and `hc` the continuity that makes the integrand integrable. The fundamental theorem of calculus then leaves the endpoint values `h0` and `h1`.

```lean
/-- For `t > 0` and `U ≥ 0`, the exchange-kernel correlation energy is
`√(4t² + 2tU) - 2t - U/2`. -/
theorem exchangeKernelEnergy_eq {t U : ℝ} (ht : 0 < t) (hU : 0 ≤ U) :
    exchangeKernelEnergy t U = Real.sqrt (4 * t ^ 2 + 2 * t * U) - 2 * t - U / 2 := by
  have hpos : ∀ l ∈ Set.uIcc (0 : ℝ) 1, 0 < 2 * t + l * U := by
    intro l hl
    rw [Set.uIcc_of_le zero_le_one] at hl
    have h := mul_nonneg hl.1 hU
    linarith
  have hd : ∀ l ∈ Set.uIcc (0 : ℝ) 1, HasDerivAt (fun x => modeFreq t U x - U / 2 * x)
      (U / 2 * (Real.sqrt (2 * t / (2 * t + l * U)) - 1)) l := by
    intro l hl
    exact ((modeFreq_hasDerivAt ht (hpos l hl)).fun_sub
      ((hasDerivAt_id' l).const_mul (U / 2))).congr_deriv (by ring)
  have hc : ContinuousOn (fun l : ℝ => U / 2 * (Real.sqrt (2 * t / (2 * t + l * U)) - 1))
      (Set.uIcc 0 1) :=
    continuousOn_const.mul ((ContinuousOn.sqrt (continuousOn_const.div (by fun_prop)
      (fun l hl => (hpos l hl).ne'))).sub continuousOn_const)
  have h0 : modeFreq t U 0 = 2 * t := by
    unfold modeFreq
    rw [show 4 * t ^ 2 + 2 * t * (0 * U) = (2 * t) ^ 2 by ring, Real.sqrt_sq (by positivity)]
  have h1 : modeFreq t U 1 = Real.sqrt (4 * t ^ 2 + 2 * t * U) := by
    unfold modeFreq
    rw [one_mul]
  unfold exchangeKernelEnergy
  rw [intervalIntegral.integral_eq_sub_of_hasDerivAt hd hc.intervalIntegrable, h0, h1]
  ring
```

## (e) One admissible root, one energy

**Task.** For t, U > 0 and any s, show that exactly one root has |T| < 1, and that it satisfies

BT = ∫₀¹ (U/2)[√(2t/(2t + lU)) − 1] dl.

**Solution.** Write W = √(4t² + 2tU). From

4t² < 4t² + 2tU < (2t + U)²

it follows that 2t < W < 2t + U. Define T by BT = W − 2t − U/2. Then −U/2 < BT < U/2, so |T| < 1. Reversing the completed square in part (b), B times the residual equals (BT + 2t + U/2)² − W² = 0, and B ≠ 0, so T is a root.

If T′ is another root with |T′| < 1, part (b) gives BT′ = BT, hence T′ = T. Parts (b) and (d) give the same closed form, so the two energies agree.

Lean's `∃ T` carries the bound and the equation, and the following `∀ T'` states uniqueness. `hlo` and `hhi` are the bounds on W.

In a calculation, a code that diagonalises the matrix keeps the positive-norm eigenvector and reads off the energy as ω − A. A code that iterates T ← −B(1 + T²)/(A + C) from T = 0 reaches the same root. Newton's method started far enough to the left finds the other one, 1/T, whose energy is lower by 2W. For this two-site, one-amplitude model, the equality thus provides a cross-check between a particle-particle code and an exchange-kernel code.

```lean
/-- For `t, U > 0` and any shift `s`, the pp-RPA amplitude equation has exactly one root with
`|T| < 1`, and its energy `B T` equals the exchange-kernel correlation energy, which is
`√(4t² + 2tU) - 2t - U/2`. -/
theorem ppRPA_eq_exchangeKernel {t U : ℝ} (s : ℝ) (ht : 0 < t) (hU : 0 < U) :
    ∃ T : ℝ, (|T| < 1 ∧ ppResidual t U s T = 0) ∧
      (∀ T' : ℝ, |T'| < 1 → ppResidual t U s T' = 0 → T' = T) ∧
      ppB U * T = exchangeKernelEnergy t U ∧
      exchangeKernelEnergy t U = Real.sqrt (4 * t ^ 2 + 2 * t * U) - 2 * t - U / 2 := by
  have hB : 0 < U / 2 := by positivity
  have htU : 0 < t * U := mul_pos ht hU
  obtain ⟨W, hWdef⟩ : ∃ W, W = Real.sqrt (4 * t ^ 2 + 2 * t * U) := ⟨_, rfl⟩
  have hW : W ^ 2 = 4 * t ^ 2 + 2 * t * U := by
    rw [hWdef, Real.sq_sqrt (by positivity)]
  have hW0 : 0 ≤ W := hWdef ▸ Real.sqrt_nonneg _
  have hlo : 2 * t < W := lt_of_pow_lt_pow_left₀ 2 hW0 (by nlinarith)
  have hhi : W < 2 * t + U := lt_of_pow_lt_pow_left₀ 2 (by positivity) (by nlinarith)
  obtain ⟨T, hT⟩ : ∃ T, U / 2 * T = W - 2 * t - U / 2 :=
    ⟨(W - 2 * t - U / 2) / (U / 2), mul_div_cancel₀ _ hB.ne'⟩
  have habs : |T| < 1 := abs_lt.mpr ⟨by nlinarith, by nlinarith⟩
  have hres : ppResidual t U s T = 0 := by
    unfold ppResidual ppA ppB ppC
    refine (mul_eq_zero.mp ?_).resolve_left hB.ne'
    linear_combination (U / 2 * T + 2 * t + U / 2 + W) * hT + hW
  have hE := exchangeKernelEnergy_eq ht hU.le
  refine ⟨T, ⟨habs, hres⟩, ?_, (ladder_energy ht hU habs hres).trans hE.symm, hE⟩
  intro T' h1 h2
  -- both roots have the same energy, hence the same amplitude
  exact mul_left_cancel₀ hB.ne'
    ((ladder_energy ht hU h1 h2).trans (ladder_energy ht hU habs hres).symm)
```

## (f) The exact correlation energy

**Task.** Show that the lowest eigenvalue of the pair Hamiltonian, measured from the energy −2t + U/2 of the bonding determinant, is

E_exact = 2t − √(4t² + U²/4).

**Solution.** The secular determinant at energy E is

(U/2 − 2t − E)(U/2 + 2t − E) − U²/4 = (E − U/2)² − (4t² + U²/4).

Its zeros are E = U/2 ± √(4t² + U²/4). Taking the lower sign and subtracting −2t + U/2 gives the result. For t > 0 and U ≥ 0 this lowest state is also the ground state of the full two-electron problem: the remaining states, a triplet at energy 0 and an odd singlet at energy U, lie higher.

`IsLeast` says two things: the value is a zero of the determinant, and no zero lies below it. The two halves of the proof establish these in turn, both from the determinant formula `key`.

```lean
/-- The lowest eigenvalue of the two-electron Hamiltonian is the energy of the doubly occupied
bonding orbital plus `exactCorrelation`. -/
theorem exactCorrelation_isLeast (t U : ℝ) :
    IsLeast {E : ℝ | (pairHamiltonian t U - E • (1 : Matrix (Fin 2) (Fin 2) ℝ)).det = 0}
      (pairHamiltonian t U 0 0 + exactCorrelation t U) := by
  have key : ∀ E : ℝ, (pairHamiltonian t U - E • (1 : Matrix (Fin 2) (Fin 2) ℝ)).det =
      (E - U / 2) ^ 2 - (4 * t ^ 2 + U ^ 2 / 4) := by
    intro E
    simp [pairHamiltonian, Matrix.det_fin_two]
    ring
  have h00 : pairHamiltonian t U 0 0 = -2 * t + U / 2 := rfl
  have hX := Real.sq_sqrt (show 0 ≤ 4 * t ^ 2 + U ^ 2 / 4 by positivity)
  rw [h00]
  unfold exactCorrelation
  constructor
  · rw [Set.mem_ofPred_eq, key]
    linear_combination hX
  · intro E hE
    rw [Set.mem_ofPred_eq, key] at hE
    have h := (abs_le.mp (Real.abs_le_sqrt (sub_eq_zero.mp hE).le)).1
    linarith
```

## (g) The pp-RPA energy lies above the exact energy

**Task.** For t, U > 0, show that

2t − √(4t² + U²/4) < √(4t² + 2tU) − 2t − U/2.

**Solution.** Let X = √(4t² + U²/4) and keep W from part (e). The claim is 4t + U/2 < W + X. First compare products:

W²X² = (4t² + tU)² + tU³/2 > (4t² + tU)²,

so WX > 4t² + tU. Then

(W + X)² = 8t² + 2tU + U²/4 + 2WX
 > 16t² + 4tU + U²/4 = (4t + U/2)².

Both sums are positive, so taking roots proves the claim. `hprod` and `hsum` are these two comparisons.

For small U/t, both energies start with −U²/(16t). The pp-RPA energy has the further term +U³/(64t²), while the exact energy has no cubic term, so the gap opens at third order.

```lean
/-- For `t, U > 0`, the exchange-kernel correlation energy lies strictly above the exact one. -/
theorem exact_lt_exchangeKernel {t U : ℝ} (ht : 0 < t) (hU : 0 < U) :
    exactCorrelation t U < exchangeKernelEnergy t U := by
  rw [exchangeKernelEnergy_eq ht hU.le]
  unfold exactCorrelation
  have hW := Real.sq_sqrt (show 0 ≤ 4 * t ^ 2 + 2 * t * U by positivity)
  have hX := Real.sq_sqrt (show 0 ≤ 4 * t ^ 2 + U ^ 2 / 4 by positivity)
  have hW0 := Real.sqrt_nonneg (4 * t ^ 2 + 2 * t * U)
  have hX0 := Real.sqrt_nonneg (4 * t ^ 2 + U ^ 2 / 4)
  generalize Real.sqrt (4 * t ^ 2 + 2 * t * U) = W at *
  generalize Real.sqrt (4 * t ^ 2 + U ^ 2 / 4) = X at *
  -- compare the product of the two roots first, then their sum
  have hprod : 4 * t ^ 2 + t * U < W * X := by
    refine lt_of_pow_lt_pow_left₀ 2 (mul_nonneg hW0 hX0) ?_
    rw [mul_pow, hW, hX]
    have h : 0 < t * U ^ 3 := by positivity
    linarith [show (4 * t ^ 2 + 2 * t * U) * (4 * t ^ 2 + U ^ 2 / 4) =
      (4 * t ^ 2 + t * U) ^ 2 + t * U ^ 3 / 2 by ring]
  have hsum : 4 * t + U / 2 < W + X := by
    refine lt_of_pow_lt_pow_left₀ 2 (add_nonneg hW0 hX0) ?_
    nlinarith
  linarith

end

end HubbardDimerRPA
```

```lean
#print axioms HubbardDimerRPA.eigenvector_iff_amplitude
#print axioms HubbardDimerRPA.ppRPA_eq_exchangeKernel
#print axioms HubbardDimerRPA.exactCorrelation_isLeast
#print axioms HubbardDimerRPA.exact_lt_exchangeKernel
```

```
'HubbardDimerRPA.eigenvector_iff_amplitude' depends on axioms: [propext, Classical.choice, Quot.sound]
'HubbardDimerRPA.ppRPA_eq_exchangeKernel' depends on axioms: [propext, Classical.choice, Quot.sound]
'HubbardDimerRPA.exactCorrelation_isLeast' depends on axioms: [propext, Classical.choice, Quot.sound]
'HubbardDimerRPA.exact_lt_exchangeKernel' depends on axioms: [propext, Classical.choice, Quot.sound]
```
